# Linear-response Hubbard U in a one-site model: estimates alternate about u when a, u > 0 and au < 1

**Q:** Suppose I stop the SCF cycle early when computing a Hubbard $U$ by linear response. I get a number that may be off by a factor of two, and I don't know whether it is too large or too small. What can a recurrence with two parameters tell me?

**A:** It gives the sign of the error for a single site with a repulsive interaction, if raising the potential expels electrons and the response converges under plain, unmixed updates. The estimate is then too large after an odd number of updates and too small after an even number, where the first evaluation, with the interaction potential still frozen, is not counted. You shift the site's potential by a probe $\alpha$ and record how its occupation $n$ responds. The estimate is the inverse bare response minus the inverse response after $k$ updates.

Let $f(v)$ be the occupation in potential $v$, and $u$ the interaction strength, so that the interaction potential is $un$. Let $m=f(um)$ be the self-consistent occupation, and let $-a$ be the slope of $f$ at the potential $um$. Positive $a$ means that raising the potential expels electrons.

```lean
import Mathlib

open Filter Topology

namespace LinearResponseHubbardU

noncomputable section

/-- Site occupation after `k` plain SCF updates, as a function of the probe shift `α`.
The site has occupation `f v` in the potential `v`, and the interaction potential is
initially frozen at `u * m`. -/
def occupation (f : ℝ → ℝ) (u m : ℝ) : ℕ → ℝ → ℝ
  | 0 => fun α => f (α + u * m)
  | k + 1 => fun α => f (α + u * occupation f u m k α)
```

**Q:** So `occupation` at $k=0$ is already one evaluation of $f$?

**A:** Yes, with the interaction potential frozen at $um$; that gives the bare response. This evaluation is not counted as an update. Each update feeds the previous occupation back: $n_{k+1}(\alpha)=f(\alpha+u\,n_k(\alpha))$. The response $y_k$, usually written $\chi$, and the estimate $U_k=1/y_0-1/y_k$ are defined separately.

```lean
/-- The response after `k` plain SCF updates, starting from the bare response `-a`. -/
def response (a u : ℝ) : ℕ → ℝ
  | 0 => -a
  | k + 1 => -a * (1 + u * response a u k)

/-- The linear-response estimate of the Hubbard parameter after `k` updates: inverse bare
response minus inverse current response, for nonzero responses. -/
def estimate (a u : ℝ) (k : ℕ) : ℝ :=
  1 / response a u 0 - 1 / response a u k
```

**Q:** Then `response` is just a postulated linear recurrence. My $f$ is nonlinear.

**A:** The recurrence is derived. At $\alpha=0$ every iterate equals $m$, so $f$ is always differentiated at $um$. The chain rule gives $y_0=-a$ and $y_{k+1}=-a(1+u\,y_k)$. The first theorem below is the induction for $n_k(0)=m$. In the second, `step` is the chain rule for one evaluation of $f$, applied at each stage of the induction. The hypotheses are `hm`, self-consistency, and `hf`, the slope at that one point.

```lean
/-- Without a probe shift, a self-consistent occupation `m` is kept by every SCF update. -/
theorem occupation_zero_probe (f : ℝ → ℝ) (u m : ℝ) (hm : f (u * m) = m) (k : ℕ) :
    occupation f u m k 0 = m := by
  induction k with
  | zero => simp only [occupation, zero_add, hm]
  | succ k ih => simp only [occupation, ih, zero_add, hm]

/-- If `m` is self-consistent and the occupation has slope `-a` in the potential there, then
`response a u k` is the derivative of the `k`-th SCF occupation with respect to the probe
shift, at zero shift. -/
theorem occupation_hasDerivAt (f : ℝ → ℝ) (a u m : ℝ) (hm : f (u * m) = m)
    (hf : HasDerivAt f (-a) (u * m)) (k : ℕ) :
    HasDerivAt (occupation f u m k) (response a u k) 0 := by
  -- the chain rule for one evaluation of the occupation
  have step : ∀ (g : ℝ → ℝ) (d : ℝ), HasDerivAt g d 0 → g 0 = u * m →
      HasDerivAt (fun α => f (g α)) (-a * d) 0 := by
    intro g d hg h0
    have hf' : HasDerivAt f (-a) (g 0) := by rw [h0]; exact hf
    exact hf'.comp 0 hg
  induction k with
  | zero =>
    have h := step (fun α => α + u * m) 1 ((hasDerivAt_id' (0 : ℝ)).add_const _)
      (zero_add _)
    rw [mul_one] at h
    exact h
  | succ k ih =>
    exact step (fun α => α + u * occupation f u m k α) (1 + u * response a u k)
      ((hasDerivAt_id' (0 : ℝ)).fun_add (ih.const_mul u))
      (by simp only [occupation_zero_probe f u m hm k, zero_add])
```

**Q:** And the solution of the recurrence?

**A:** Put $r=-au$. Then $(1+au)y_k=-a(1-r^{k+1})$. It holds at $k=0$, and if it holds at $k$,
$$(1+au)y_{k+1}=-a\left[1+au-au(1-r^{k+1})\right]=-a(1-r^{k+2}).$$
In Lean, `linear_combination` does this algebra from the induction hypothesis.

```lean
/-- The response after `k` updates is a geometric sum in `-(a * u)`, written here without
division. -/
theorem response_closed (a u : ℝ) (k : ℕ) :
    (1 + a * u) * response a u k = -a * (1 - (-(a * u)) ^ (k + 1)) := by
  induction k with
  | zero => simp only [response]; ring
  | succ k ih =>
    simp only [response]
    linear_combination (-(a * u)) * ih
```

If $a>0$ and $|au|<1$, then $1+au>0$ and $r^{k+1}<1$, so $y_k<0$. Since $r^{k+1}\to0$, also $y_k\to-a/(1+au)$.

```lean
/-- For `a > 0` and `|a * u| < 1` the response is negative after any number of updates. -/
theorem response_neg {a u : ℝ} (ha : 0 < a) (h : |a * u| < 1) (k : ℕ) :
    response a u k < 0 := by
  have h1 : 0 < 1 + a * u := by linarith [(abs_lt.mp h).1]
  have hr : (-(a * u)) ^ (k + 1) < 1 := by
    refine lt_of_le_of_lt (le_abs_self _) ?_
    rw [abs_pow, abs_neg]
    exact pow_lt_one₀ (abs_nonneg _) h (Nat.succ_ne_zero k)
  have hp : 0 < a * (1 - (-(a * u)) ^ (k + 1)) := mul_pos ha (by linarith)
  by_contra hy
  have := mul_nonneg h1.le (not_lt.mp hy)
  linarith [response_closed a u k]

/-- If `|a * u| < 1`, the response tends to the self-consistent value `-a / (1 + a * u)`. -/
theorem response_tendsto {a u : ℝ} (h : |a * u| < 1) :
    Tendsto (response a u) atTop (𝓝 (-a / (1 + a * u))) := by
  have h1 : 1 + a * u ≠ 0 := (show 0 < 1 + a * u by linarith [(abs_lt.mp h).1]).ne'
  have hr : Tendsto (fun k : ℕ => (-(a * u)) ^ (k + 1)) atTop (𝓝 0) :=
    (tendsto_pow_atTop_nhds_zero_of_abs_lt_one (by rwa [abs_neg])).comp
      (tendsto_add_atTop_nat 1)
  have ht := ((hr.const_sub 1).const_mul (-a)).div_const (1 + a * u)
  rw [sub_zero, mul_one] at ht
  refine ht.congr fun k => ?_
  rw [div_eq_iff h1]
  linear_combination -response_closed a u k
```

**Q:** Where does the error of the estimate come from?

**A:** From the same formula. For $y_k\neq0$,
$$U_k-u=-\frac{1+au}{a}-\frac1{y_k}=\frac{(1-r^{k+1})-1}{y_k}=-\frac{r^{k+1}}{y_k}.$$
The Lean proof multiplies through by $y_k$ and combines the closed formula with the defining relations of the two inverses.

```lean
/-- Whenever the response after `k` updates is nonzero, the error of the estimate is
`-(-(a * u)) ^ (k + 1)` divided by that response. -/
theorem estimate_error {a u : ℝ} {k : ℕ} (hy : response a u k ≠ 0) :
    estimate a u k - u = -(-(a * u)) ^ (k + 1) / response a u k := by
  have ha : a ≠ 0 := by
    rintro rfl
    cases k <;> simp [response] at hy
  have h1 : 1 / response a u k * response a u k = 1 := one_div_mul_cancel hy
  have h2 : 1 / (-a) * a = -1 := by field_simp
  rw [eq_div_iff hy, estimate, show response a u 0 = -a from rfl]
  generalize 1 / (-a) = c at *
  generalize 1 / response a u k = w at *
  linear_combination c * response_closed a u k - h1
    - (u * response a u k + 1 - (-(a * u)) ^ (k + 1)) * h2
```

Now take $a,u>0$ and $au<1$, so $r<0$ and $y_k<0$. For odd $k$, $r^{k+1}>0$ and the error is positive; for even $k$ it is negative. Inverting the limit of $y_k$ gives
$$U_k\to-\frac1a+\frac{1+au}{a}=u.$$
The three parts of the next theorem are these three statements, with `Odd k`, `Even k` and `Tendsto`.

```lean
/-- For `a, u > 0` with `a * u < 1`, the estimate exceeds `u` after an odd number of updates,
lies below `u` after an even number, and tends to `u`. -/
theorem estimate_alternates_and_converges {a u : ℝ} (ha : 0 < a) (hu : 0 < u)
    (hau : a * u < 1) :
    (∀ k, Odd k → u < estimate a u k) ∧ (∀ k, Even k → estimate a u k < u) ∧
      Tendsto (estimate a u) atTop (𝓝 u) := by
  have hq : 0 < a * u := mul_pos ha hu
  have habs : |a * u| < 1 := by rwa [abs_of_pos hq]
  have hneg : -(a * u) < 0 := neg_lt_zero.mpr hq
  refine ⟨fun k hk => ?_, fun k hk => ?_, ?_⟩
  · have hy := response_neg ha habs k
    have hr : 0 < (-(a * u)) ^ (k + 1) := hk.add_one.pow_pos hneg.ne
    have := div_pos_of_neg_of_neg (neg_lt_zero.mpr hr) hy
    linarith [estimate_error hy.ne]
  · have hy := response_neg ha habs k
    have hr : (-(a * u)) ^ (k + 1) < 0 := hk.add_one.pow_neg hneg
    have := div_neg_of_pos_of_neg (neg_pos.mpr hr) hy
    linarith [estimate_error hy.ne]
  · -- invert the limit of the response
    have h1 : 1 + a * u ≠ 0 := by positivity
    have hna : -a ≠ 0 := neg_ne_zero.mpr ha.ne'
    have ht := ((response_tendsto habs).inv₀ (div_ne_zero hna h1)).const_sub (1 / (-a))
    have hl : 1 / (-a) - (-a / (1 + a * u))⁻¹ = u := by
      rw [inv_div, ← sub_div, div_eq_iff hna]
      ring
    rw [hl] at ht
    refine ht.congr fun k => ?_
    simp only [estimate, response, one_div]
```

**Q:** Show me numbers.

**A:** Take $a=\tfrac12\,\mathrm{eV}^{-1}$ and $u=1\,\mathrm{eV}$, so $au=\tfrac12$.

| $k$ | $y_k$ (eV⁻¹) | $U_k$ (eV) |
|---|---|---|
| 0 | $-1/2$ | $0$ |
| 1 | $-1/4$ | $2$ |
| 2 | $-3/8$ | $2/3$ |
| 3 | $-5/16$ | $6/5$ |

Here two consecutive estimates bracket $u$, and one update gives twice the right value.

**Q:** If my estimate has settled, may I trust it?

**A:** Not on that ground alone. For $au>1$ the powers of $r$ grow, so $1/y_k\to0$ and $U_k\to1/y_0=-1/a$. With $a>0$ that is a negative number, although $u$ is positive. The response itself diverges while the estimate looks converged. In its last steps the Lean proof uses the letter `r` for the power $r^{k+1}$. It writes $1/y_k$ through $s=r^{-(k+1)}$, which decays:
$$\frac1{y_k}=-\frac{1+au}{a}\,\frac{s}{s-1}.$$

```lean
/-- If `a * u > 1`, the estimate tends to `-1 / a`. -/
theorem estimate_tendsto_of_one_lt {a u : ℝ} (h : 1 < a * u) :
    Tendsto (estimate a u) atTop (𝓝 (-1 / a)) := by
  have ha : a ≠ 0 := by
    rintro rfl
    linarith [zero_mul u]
  have hq : -(a * u) ≠ 0 := (show -(a * u) < 0 by linarith).ne
  have hs : |(-(a * u))⁻¹| < 1 := by
    rw [abs_inv, abs_neg, abs_of_pos (by linarith)]
    exact inv_lt_one_of_one_lt₀ h
  have h0 : Tendsto (fun k : ℕ => ((-(a * u))⁻¹) ^ (k + 1)) atTop (𝓝 0) :=
    (tendsto_pow_atTop_nhds_zero_of_abs_lt_one hs).comp (tendsto_add_atTop_nat 1)
  have ht := ((h0.div (h0.sub_const 1) (by norm_num)).const_mul
    (-(1 + a * u) / a)).const_sub (-1 / a)
  rw [zero_div, mul_zero, sub_zero] at ht
  refine ht.congr fun k => ?_
  -- express the inverse response through the decaying inverse powers
  have hsr : ((-(a * u))⁻¹) ^ (k + 1) * (-(a * u)) ^ (k + 1) = 1 := by
    rw [← mul_pow, inv_mul_cancel₀ hq, one_pow]
  have hs1 : ((-(a * u))⁻¹) ^ (k + 1) - 1 ≠ 0 := by
    have hlt : ((-(a * u))⁻¹) ^ (k + 1) < 1 := by
      refine lt_of_le_of_lt (le_abs_self _) ?_
      rw [abs_pow]
      exact pow_lt_one₀ (abs_nonneg _) hs (Nat.succ_ne_zero k)
    exact (sub_neg.mpr hlt).ne
  have hc := response_closed a u k
  simp only [estimate, Pi.div_apply, show response a u 0 = -a from rfl]
  generalize ((-(a * u))⁻¹) ^ (k + 1) = s at *
  generalize (-(a * u)) ^ (k + 1) = r at *
  have key : a * (s - 1) = -(1 + a * u) * s * response a u k := by
    linear_combination s * hc + a * hsr
  have hy : response a u k ≠ 0 := by
    intro hy
    rw [hy, mul_zero] at key
    exact mul_ne_zero ha hs1 key
  have hinv : 1 / response a u k = -(1 + a * u) / a * (s / (s - 1)) := by
    rw [div_mul_div_comm, div_eq_div_iff hy (mul_ne_zero ha hs1), one_mul]
    exact key
  have hbare : 1 / (-a) = -1 / a := by rw [div_neg, neg_div]
  rw [hinv, hbare]

end

end LinearResponseHubbardU
```

```lean
#print axioms LinearResponseHubbardU.occupation_hasDerivAt
-- 'LinearResponseHubbardU.occupation_hasDerivAt' depends on axioms: [propext, Classical.choice, Quot.sound]
#print axioms LinearResponseHubbardU.estimate_alternates_and_converges
-- 'LinearResponseHubbardU.estimate_alternates_and_converges' depends on axioms: [propext, Classical.choice, Quot.sound]
#print axioms LinearResponseHubbardU.estimate_tendsto_of_one_lt
-- 'LinearResponseHubbardU.estimate_tendsto_of_one_lt' depends on axioms: [propext, Classical.choice, Quot.sound]
```

**Q:** What separates this from my DFT+U run?

**A:** The reduction to one occupation with feedback $un$. In a solid the probe also moves charge on other sites and in the remaining density, and no hypothesis here says that this collapses to a single $u$. The responses are also exact derivatives at $\alpha=0$, whereas runs with a finite probe shift give difference quotients, and density mixing would change the recurrence.
